# The unit-sphere average of Δ² in the four-band Luttinger model is (2 g2² + 3 g3²)/5

**Q:** When I replace warped valence bands by isotropic ones, I compute one number from the Luttinger parameters,

ḡ = √((2 g2² + 3 g3²)/5),

and use m/(g1 − 2ḡ) and m/(g1 + 2ḡ) as the heavy- and light-hole masses, assuming g1 > 2ḡ. Here m is the free-electron mass. What exactly is being averaged?

**A:** The square of the splitting parameter Δ, over all directions of the wave vector k = (kx, ky, kz) at |k| = 1. The hole energies are g1 k² ± 2Δ in units of ħ²/2m, so the heavy-light gap is 4Δ. Your ḡ is the root mean square of Δ. In general it is not the mean of Δ, and the masses built from it are not direction-averaged masses. The distinction disappears when g2² = g3², because Δ is then the same in every direction.

```lean
import Mathlib

open Real Matrix ComplexConjugate

namespace LuttingerSphereAverage

noncomputable section
```

The components kx, ky, kz are `k 0`, `k 1`, `k 2`. Besides k² there is the cubic invariant

W = kx² ky² + ky² kz² + kz² kx²,

called `warping` in the file.

```lean
/-- The squared length of the wave vector. -/
def kSq (k : Fin 3 → ℝ) : ℝ := k 0 ^ 2 + k 1 ^ 2 + k 2 ^ 2

/-- The cubic invariant `kx² ky² + ky² kz² + kz² kx²`. -/
def warping (k : Fin 3 → ℝ) : ℝ :=
  k 0 ^ 2 * k 1 ^ 2 + k 1 ^ 2 * k 2 ^ 2 + k 2 ^ 2 * k 0 ^ 2

/-- The squared heavy-light splitting parameter
`g2² k⁴ + 3 (g3² - g2²) (kx² ky² + ky² kz² + kz² kx²)`. -/
def splitSq (g2 g3 : ℝ) (k : Fin 3 → ℝ) : ℝ :=
  g2 ^ 2 * kSq k ^ 2 + 3 * (g3 ^ 2 - g2 ^ 2) * warping k
```

**Q:** So Δ² is simply defined by a formula. I could define anything and average it. Where is the Hamiltonian?

**A:** It comes next, as an explicit 4×4 complex matrix. The basis states have total angular momentum 3/2, and its projections, called spin projections in the file, are 3/2, 1/2, −1/2, −3/2. I'll write q, s and r for the values of `termQ`, `termS` and `termR`.

```lean
/-- The diagonal heavy-light term of the Luttinger Hamiltonian. -/
def termQ (g2 : ℝ) (k : Fin 3 → ℝ) : ℝ := g2 * (k 0 ^ 2 + k 1 ^ 2 - 2 * k 2 ^ 2)

/-- The coupling between neighbouring spin projections within each sign of spin. -/
def termS (g3 : ℝ) (k : Fin 3 → ℝ) : ℂ :=
  2 * (Real.sqrt 3 : ℝ) * g3 * (k 0 - Complex.I * k 1) * k 2

/-- The coupling between spin projections that differ by two. -/
def termR (g2 g3 : ℝ) (k : Fin 3 → ℝ) : ℂ :=
  (Real.sqrt 3 : ℝ) * (-g2 * (k 0 ^ 2 - k 1 ^ 2) + 2 * Complex.I * g3 * k 0 * k 1)

/-- The Luttinger Hamiltonian for hole energies in units of `ħ²/2m`,
in the basis of spin projections 3/2, 1/2, -1/2, -3/2. -/
def luttingerH (g1 g2 g3 : ℝ) (k : Fin 3 → ℝ) : Matrix (Fin 4) (Fin 4) ℂ :=
  let P : ℂ := (g1 * kSq k : ℝ)
  let Q : ℂ := (termQ g2 k : ℝ)
  let S := termS g3 k
  let R := termR g2 g3 k
  !![P + Q, -S, R, 0;
     -conj S, P - Q, 0, R;
     conj R, 0, P - Q, S;
     0, conj R, conj S, P + Q]
```

The real numbers g1, g2, g3 are inputs. Physically they encode the band curvatures, which come from the free-electron kinetic energy and the coupling to bands outside the model; nothing here derives them. The model is the bulk one, quadratic in k, without a split-off band, strain, magnetic field or terms linear in k.

**Q:** And the average? "Average over directions" can hide a wrong weight.

**A:** The weight is written out. `direction θ φ` is the usual unit vector, and `sphereAvg` integrates first over φ from 0 to 2π, then over θ from 0 to π, with weight sin θ/(4π). The constant function 1 therefore has average 1.

```lean
/-- The unit vector with polar angle `θ` and azimuth `φ`. -/
def direction (θ φ : ℝ) : Fin 3 → ℝ := ![sin θ * cos φ, sin θ * sin φ, cos θ]

/-- The average over the unit sphere, as a double integral over the polar angles
with weight `sin θ / (4π)`. -/
def sphereAvg (f : (Fin 3 → ℝ) → ℝ) : ℝ :=
  ∫ θ in (0 : ℝ)..π, ∫ φ in (0 : ℝ)..(2 * π), f (direction θ φ) * (sin θ / (4 * π))
```

**Q:** Then show me that this Δ² really belongs to that matrix.

**A:** First, the matrix is Hermitian, which Lean checks entry by entry.

```lean
/-- The Luttinger Hamiltonian is Hermitian. -/
theorem luttingerH_isHermitian (g1 g2 g3 : ℝ) (k : Fin 3 → ℝ) :
    (luttingerH g1 g2 g3 k).IsHermitian := by
  ext i j
  fin_cases i <;> fin_cases j <;> simp [luttingerH]
```

Now subtract g1 k² from the diagonal and call the rest K. Multiplying K by itself, all off-diagonal entries cancel:

K² = (q² + |s|² + |r|²) · 1.

Since K has zero trace, its eigenvalues are ±√(q² + |s|² + |r|²), each twice. The three squares are

q² = g2² (kx² + ky² − 2kz²)²

|s|² = 12 g3² kz² (kx² + ky²)

|r|² = 3 g2² (kx² − ky²)² + 12 g3² kx² ky².

The g2² terms add up to 4 g2² (k⁴ − 3W) and the g3² terms to 12 g3² W. Hence

q² + |s|² + |r|² = 4 [g2² k⁴ + 3(g3² − g2²) W] = 4Δ².

Lean reaches the same point through the determinant. `det_four_band` expands it for general entries with this block pattern and finds a perfect square.

```lean
/-- The determinant of a four-band matrix with the block pattern of the Luttinger model
is a perfect square. -/
theorem det_four_band (e q s s' r r' : ℂ) :
    (!![e - q, s, -r, 0; s', e + q, 0, -r; -r', 0, e + q, -s; 0, -r', -s', e - q] :
      Matrix (Fin 4) (Fin 4) ℂ).det = (e ^ 2 - q ^ 2 - s * s' - r * r') ^ 2 := by
  simp [Matrix.det_succ_row_zero, Fin.sum_univ_succ, Fin.succAbove]
  ring
```

The next theorem applies this to E·1 − H, for every complex E:

det(E·1 − H) = ((E − g1 k²)² − 4Δ²)².

In its proof, `hM` puts the matrix into the required pattern, `hS` and `hR` are the squared moduli above, and `ring` collects the terms.

```lean
/-- The characteristic determinant of the Luttinger Hamiltonian is
`((E - g1 k²)² - 4 Δ²)²`, where `Δ²` is the squared splitting parameter. -/
theorem luttingerH_det (g1 g2 g3 : ℝ) (k : Fin 3 → ℝ) (E : ℂ) :
    (E • (1 : Matrix (Fin 4) (Fin 4) ℂ) - luttingerH g1 g2 g3 k).det =
      ((E - (g1 * kSq k : ℝ)) ^ 2 - 4 * (splitSq g2 g3 k : ℝ)) ^ 2 := by
  have hM : E • (1 : Matrix (Fin 4) (Fin 4) ℂ) - luttingerH g1 g2 g3 k =
      !![(E - (g1 * kSq k : ℝ)) - (termQ g2 k : ℝ), termS g3 k, -termR g2 g3 k, 0;
         conj (termS g3 k), (E - (g1 * kSq k : ℝ)) + (termQ g2 k : ℝ), 0, -termR g2 g3 k;
         -conj (termR g2 g3 k), 0, (E - (g1 * kSq k : ℝ)) + (termQ g2 k : ℝ), -termS g3 k;
         0, -conj (termR g2 g3 k), -conj (termS g3 k),
           (E - (g1 * kSq k : ℝ)) - (termQ g2 k : ℝ)] := by
    ext i j
    fin_cases i <;> fin_cases j <;> simp [luttingerH] <;> ring
  have h3 : ((Real.sqrt 3 : ℝ) : ℂ) ^ 2 = 3 := by
    rw [← Complex.ofReal_pow, Real.sq_sqrt (by norm_num)]
    norm_num
  have hI := Complex.I_sq
  -- the squared moduli of the two couplings
  have hS : termS g3 k * conj (termS g3 k) =
      12 * (g3 : ℂ) ^ 2 * (k 2 : ℂ) ^ 2 * ((k 0 : ℂ) ^ 2 + (k 1 : ℂ) ^ 2) := by
    simp only [termS, map_mul, map_sub, Complex.conj_ofReal, Complex.conj_I, map_ofNat]
    linear_combination
      (4 * (g3 : ℂ) ^ 2 * (k 2 : ℂ) ^ 2 *
        ((k 0 : ℂ) ^ 2 - Complex.I ^ 2 * (k 1 : ℂ) ^ 2)) * h3
      - (12 * (g3 : ℂ) ^ 2 * (k 2 : ℂ) ^ 2 * (k 1 : ℂ) ^ 2) * hI
  have hR : termR g2 g3 k * conj (termR g2 g3 k) =
      3 * ((g2 : ℂ) ^ 2 * ((k 0 : ℂ) ^ 2 - (k 1 : ℂ) ^ 2) ^ 2
        + 4 * (g3 : ℂ) ^ 2 * (k 0 : ℂ) ^ 2 * (k 1 : ℂ) ^ 2) := by
    simp only [termR, map_mul, map_add, map_sub, map_neg, map_pow, Complex.conj_ofReal,
      Complex.conj_I, map_ofNat]
    linear_combination
      ((g2 : ℂ) ^ 2 * ((k 0 : ℂ) ^ 2 - (k 1 : ℂ) ^ 2) ^ 2
        - 4 * Complex.I ^ 2 * (g3 : ℂ) ^ 2 * (k 0 : ℂ) ^ 2 * (k 1 : ℂ) ^ 2) * h3
      - (12 * (g3 : ℂ) ^ 2 * (k 0 : ℂ) ^ 2 * (k 1 : ℂ) ^ 2) * hI
  rw [hM, det_four_band, hS, hR]
  simp only [termQ, splitSq, kSq, warping]
  push_cast
  ring
```

The roots are g1 k² ± 2Δ, each double, and all four coincide when Δ = 0. That is the link you asked for between the averaged quantity and the spectrum.

**Q:** Fine. Now do the average by hand.

**A:** Set x = cos θ. On the unit sphere

W = (1 − x²)² cos²φ sin²φ + (1 − x²) x².

Because cos²φ sin²φ = sin²(2φ)/4, its mean over φ is 1/8, and the mean of its square is 3/128. The weight sin θ dθ becomes dx, so

⟨W⟩ = ½ ∫₋₁¹ [(1 − x²)²/8 + (1 − x²) x²] dx = ½ (2/15 + 4/15) = 1/5.

For the square,

⟨W²⟩ = ½ ∫₋₁¹ [3(1 − x²)⁴/128 + (1 − x²)³ x²/4 + (1 − x²)² x⁴] dx

= ½ (6/315 + 8/315 + 16/315) = 1/21.

The azimuthal part in Lean treats a + b cos²φ sin²φ + c (cos²φ sin²φ)² in one go. It supplies an antiderivative, verifies its derivative in `key`, and evaluates at the end points. Only the part linear in φ survives.

```lean
/-- The integral over the azimuth of a quadratic polynomial in `cos² φ sin² φ`. -/
theorem azimuth_integral (a b c : ℝ) :
    ∫ φ in (0 : ℝ)..(2 * π),
      (a + b * (cos φ ^ 2 * sin φ ^ 2) + c * (cos φ ^ 2 * sin φ ^ 2) ^ 2) =
      2 * π * a + π / 4 * b + 3 * π / 64 * c := by
  have key : ∀ t : ℝ, HasDerivAt
      (fun t => a * t + (b + 3 * c / 16) / 8 *
          (t - sin t * cos t * (cos t ^ 2 - sin t ^ 2))
        - c / 16 * ((sin t * cos t) ^ 3 * (cos t ^ 2 - sin t ^ 2)))
      (a + b * (cos t ^ 2 * sin t ^ 2) + c * (cos t ^ 2 * sin t ^ 2) ^ 2) t := by
    intro t
    have hs := Real.hasDerivAt_sin t
    have hc := Real.hasDerivAt_cos t
    have hv := hs.fun_mul hc
    have hw := (hc.fun_pow 2).fun_sub (hs.fun_pow 2)
    refine ((((hasDerivAt_id' t).const_mul a).fun_add
      (((hasDerivAt_id' t).fun_sub (hv.fun_mul hw)).const_mul
        ((b + 3 * c / 16) / 8))).fun_sub
      (((hv.fun_pow 3).fun_mul hw).const_mul (c / 16))).congr_deriv ?_
    simp only [Nat.cast_ofNat, Nat.reduceSub]
    linear_combination (-(b + 3 * c / 16) / 8 - 3 * c * (cos t ^ 2 * sin t ^ 2) / 16) *
      (sin t ^ 2 + cos t ^ 2 + 1) * Real.sin_sq_add_cos_sq t
  rw [intervalIntegral.integral_eq_sub_of_hasDerivAt (fun t _ => key t)
    (Continuous.intervalIntegrable (by fun_prop) _ _)]
  simp only [Real.sin_two_pi, Real.sin_zero]
  ring
```

The polar part follows the same pattern. In `sphereAvg_of_quadratic`, `hW` is the formula for W in terms of the angles, `inner` carries out the φ integral, and `key` verifies an antiderivative that is a polynomial in cos θ. The outcome is

⟨a + bW + cW²⟩ = a + b/5 + c/21.

The hypothesis `hf` asks that f have this form only on unit vectors; away from the sphere f may be anything.

```lean
/-- If a function on the unit sphere equals `a + b W + c W²`, with `W` the cubic invariant,
then its average is `a + b/5 + c/21`. -/
theorem sphereAvg_of_quadratic (f : (Fin 3 → ℝ) → ℝ) (a b c : ℝ)
    (hf : ∀ θ φ, f (direction θ φ) =
      a + b * warping (direction θ φ) + c * warping (direction θ φ) ^ 2) :
    sphereAvg f = a + b / 5 + c / 21 := by
  have hW : ∀ θ φ, warping (direction θ φ) =
      (1 - cos θ ^ 2) ^ 2 * (cos φ ^ 2 * sin φ ^ 2) + (1 - cos θ ^ 2) * cos θ ^ 2 := by
    intro θ φ
    change (sin θ * cos φ) ^ 2 * (sin θ * sin φ) ^ 2 + (sin θ * sin φ) ^ 2 * cos θ ^ 2
      + cos θ ^ 2 * (sin θ * cos φ) ^ 2 = _
    linear_combination (sin θ ^ 2 * cos θ ^ 2) * Real.sin_sq_add_cos_sq φ +
      (cos φ ^ 2 * sin φ ^ 2 * (sin θ ^ 2 + 1 - cos θ ^ 2) + cos θ ^ 2) *
        Real.sin_sq_add_cos_sq θ
  -- the azimuthal integral leaves a polynomial in cos θ times sin θ
  have inner : ∀ θ, ∫ φ in (0 : ℝ)..(2 * π), f (direction θ φ) * (sin θ / (4 * π)) =
      sin θ * ((a / 2 + b / 16 + 3 * c / 256) + (3 * b / 8 + 5 * c / 64) * cos θ ^ 2
        + (-7 * b / 16 + 25 * c / 128) * cos θ ^ 4 - 43 * c / 64 * cos θ ^ 6
        + 99 * c / 256 * cos θ ^ 8) := by
    intro θ
    have e : ∀ φ, f (direction θ φ) * (sin θ / (4 * π)) =
        (sin θ / (4 * π) * (a + b * ((1 - cos θ ^ 2) * cos θ ^ 2)
          + c * ((1 - cos θ ^ 2) * cos θ ^ 2) ^ 2))
        + (sin θ / (4 * π) * (b * (1 - cos θ ^ 2) ^ 2
          + 2 * c * (1 - cos θ ^ 2) ^ 3 * cos θ ^ 2)) * (cos φ ^ 2 * sin φ ^ 2)
        + (sin θ / (4 * π) * (c * (1 - cos θ ^ 2) ^ 4)) * (cos φ ^ 2 * sin φ ^ 2) ^ 2 := by
      intro φ
      rw [hf, hW]
      ring
    simp only [e]
    rw [azimuth_integral]
    have hπ : π * π⁻¹ = 1 := mul_inv_cancel₀ Real.pi_ne_zero
    linear_combination (sin θ * ((a / 2 + b / 16 + 3 * c / 256)
      + (3 * b / 8 + 5 * c / 64) * cos θ ^ 2 + (-7 * b / 16 + 25 * c / 128) * cos θ ^ 4
      - 43 * c / 64 * cos θ ^ 6 + 99 * c / 256 * cos θ ^ 8)) * hπ
  have key : ∀ t : ℝ, HasDerivAt
      (fun t => -(a / 2 + b / 16 + 3 * c / 256) * cos t
        + -(b / 8 + 5 * c / 192) * cos t ^ 3 + (7 * b / 80 - 5 * c / 128) * cos t ^ 5
        + 43 * c / 448 * cos t ^ 7 + -(11 * c / 256) * cos t ^ 9)
      (sin t * ((a / 2 + b / 16 + 3 * c / 256) + (3 * b / 8 + 5 * c / 64) * cos t ^ 2
        + (-7 * b / 16 + 25 * c / 128) * cos t ^ 4 - 43 * c / 64 * cos t ^ 6
        + 99 * c / 256 * cos t ^ 8)) t := by
    intro t
    have hc := Real.hasDerivAt_cos t
    refine (((((hc.const_mul _).fun_add ((hc.fun_pow 3).const_mul _)).fun_add
      ((hc.fun_pow 5).const_mul _)).fun_add ((hc.fun_pow 7).const_mul _)).fun_add
      ((hc.fun_pow 9).const_mul _)).congr_deriv ?_
    simp only [Nat.cast_ofNat, Nat.reduceSub]
    ring
  simp only [sphereAvg, inner]
  rw [intervalIntegral.integral_eq_sub_of_hasDerivAt (fun t _ => key t)
    (Continuous.intervalIntegrable (by fun_prop) _ _)]
  simp only [Real.cos_pi, Real.cos_zero]
  ring
```

Choosing a = 0, b = 1, c = 0 gives the first average.

```lean
/-- The average of `kx² ky² + ky² kz² + kz² kx²` over the unit sphere is `1/5`. -/
theorem sphereAvg_warping : sphereAvg warping = 1 / 5 := by
  rw [sphereAvg_of_quadratic warping 0 1 0 (fun θ φ => by ring)]
  norm_num
```

**Q:** But Δ² contains k⁴ as well as W.

**A:** On the sphere k² = 1, so

Δ² = g2² + 3(g3² − g2²) W.

`splitSq_direction` proves this from sin² + cos² = 1, used once for each angle.

```lean
/-- On the unit sphere the squared splitting parameter is `g2² + 3 (g3² - g2²) W`,
with `W` the cubic invariant. -/
theorem splitSq_direction (g2 g3 θ φ : ℝ) :
    splitSq g2 g3 (direction θ φ) =
      g2 ^ 2 + 3 * (g3 ^ 2 - g2 ^ 2) * warping (direction θ φ) := by
  have h : kSq (direction θ φ) = 1 := by
    change (sin θ * cos φ) ^ 2 + (sin θ * sin φ) ^ 2 + cos θ ^ 2 = 1
    linear_combination sin θ ^ 2 * Real.sin_sq_add_cos_sq φ + Real.sin_sq_add_cos_sq θ
  rw [splitSq, h]
  ring
```

Now a = g2², b = 3(g3² − g2²) and c = 0, so

⟨Δ²⟩ = g2² + (3/5)(g3² − g2²) = (2 g2² + 3 g3²)/5.

```lean
/-- The squared heavy-light splitting parameter of the Luttinger model, averaged over
the unit sphere, is `(2 g2² + 3 g3²)/5`. -/
theorem sphereAvg_splitSq (g2 g3 : ℝ) :
    sphereAvg (splitSq g2 g3) = (2 * g2 ^ 2 + 3 * g3 ^ 2) / 5 := by
  rw [sphereAvg_of_quadratic (splitSq g2 g3) (g2 ^ 2) (3 * (g3 ^ 2 - g2 ^ 2)) 0
    (fun θ φ => by rw [splitSq_direction]; ring)]
  ring
```

For a wave vector of length |k| instead of 1, Δ² scales as |k|⁴, and so does its average.

**Q:** One number can't tell me whether the isotropic replacement is any good.

**A:** No, but the variance measures how much has been averaged away. The deviation from the mean is

Δ² − ⟨Δ²⟩ = 3(g3² − g2²)(W − 1/5),

so the variance is

9(g3² − g2²)² (1/21 − 1/25) = 12(g3² − g2²)²/175.

The Lean proof expands the square and passes its three coefficients to `sphereAvg_of_quadratic`.

```lean
/-- The variance of the squared splitting parameter over the unit sphere is
`12 (g3² - g2²)² / 175`. -/
theorem sphereAvg_splitSq_variance (g2 g3 : ℝ) :
    sphereAvg (fun k => (splitSq g2 g3 k - sphereAvg (splitSq g2 g3)) ^ 2) =
      12 / 175 * (g3 ^ 2 - g2 ^ 2) ^ 2 := by
  rw [sphereAvg_splitSq, sphereAvg_of_quadratic _ (9 * (g3 ^ 2 - g2 ^ 2) ^ 2 / 25)
    (-(18 * (g3 ^ 2 - g2 ^ 2) ^ 2 / 5)) (9 * (g3 ^ 2 - g2 ^ 2) ^ 2)
    (fun θ φ => by rw [splitSq_direction]; ring)]
  ring

end

end LuttingerSphereAverage
```

```lean
#print axioms LuttingerSphereAverage.det_four_band
#print axioms LuttingerSphereAverage.luttingerH_det
#print axioms LuttingerSphereAverage.sphereAvg_warping
#print axioms LuttingerSphereAverage.sphereAvg_splitSq_variance
```

```
'LuttingerSphereAverage.det_four_band' depends on axioms: [propext, Classical.choice, Quot.sound]
'LuttingerSphereAverage.luttingerH_det' depends on axioms: [propext, Classical.choice, Quot.sound]
'LuttingerSphereAverage.sphereAvg_warping' depends on axioms: [propext, Classical.choice, Quot.sound]
'LuttingerSphereAverage.sphereAvg_splitSq_variance' depends on axioms: [propext, Classical.choice, Quot.sound]
```

The variance vanishes exactly when g2² = g3², where Δ is the same in every direction. It describes the spread of Δ², and it does not bound the error in a density of states or a binding energy, which depend on the bands in other ways.

**Q:** Does the same argument give anything else I would meet in practice?

**A:** The average of kx⁴ + ky⁴ + kz⁴, the other common way of writing cubic anisotropy. On the unit sphere it equals 1 − 2W, so a = 1, b = −2 and c = 0 give 3/5.

**Q:** And in a code?

**A:** The averages found here can serve in two places. A model with two separate parabolic bands can take its masses from your ḡ, though other isotropic models use other averages, such as (2 g2 + 3 g3)/5. If a code keeps the warping and averages over a grid of directions, W is a good test function: with weights that add up to 1, the grid should return values close to 1/5 for W and 1/21 for W². The six directions along the cube axes return 0 for both, since W vanishes on each of them, so that grid misses the warping entirely.

**Q:** So where does this leave my isotropic masses?

**A:** Within the bulk four-band model, ḡ reproduces the mean squared heavy-light gap at fixed |k|, which is 16ḡ² at |k| = 1 in the squared energy unit. If your observable depends on a different average, such as the mean of Δ itself or of a power of the mass, that average has to be computed separately.
